# Truncating the memory in linear causal time stepping: a sharp error bound for total memory strength below one

## The recursion and its conventions

In time-dependent density functional theory, an exchange-correlation kernel with memory makes the induced potential at one time depend on the density response at all earlier times. For a weak perturbation of a stationary state, the dependence is linear and involves only the elapsed time. On a uniform time grid, such a response equation can take the form

$$u_n = g_n + \sum_{j=0}^{n-1} K_{j+1}\,u_{n-(j+1)}, \qquad n = 0, 1, 2, \dots$$

Here $u_n$ is the density response at step $n$. The drive $g_n$ is the response of the Kohn–Sham system to the external field alone, without induced potentials. The bounded linear operator $K_{j+1}$ feeds back the response from $j+1$ steps earlier, with the time step absorbed into it. It combines the Kohn–Sham response function with the Hartree and exchange-correlation kernels, so it has memory even if both of these kernels are instantaneous. There is no lag-zero term, so the scheme is explicit and $u_0 = g_0$.

Storing the whole history is costly, so one keeps only the lags up to some $M$. Let $T_{j+1} = K_{j+1}$ for $j+1 \le M$ and $T_{j+1} = 0$ otherwise, and let $v_n$ solve the same recursion with $T$ in place of $K$. The full and the dropped memory strengths are

$$q = \sum_{j\ge 0} \|K_{j+1}\|, \qquad R = \sum_{j\ge 0}\|K_{j+M+1}\|.$$

## The bound and its physical condition

If $\|g_n\| \le G$ for all $n$ and $q<1$, then at every step

$$\|u_n - v_n\| \le \frac{G R}{(1-q)(1-q+R)} \le \frac{G R}{(1-q)^2}.$$

The condition $q<1$ says that the operator norms of the memory, summed over all lags, stay below one. This is sufficient for a bounded drive to give a bounded response, but not necessary, since it ignores cancellation between lags. It also requires the memory to fade: undamped transitions between discrete Kohn–Sham levels oscillate without decaying, so a kernel containing them is in general not summable unless damping is included. For linear-response simulations with a summable memory and $q<1$, the bound turns a tolerance on the response into a cutoff $M$, provided that the norms of the dropped lags are known or can be bounded. It does not apply to direct orbital propagation, where a norm-preserving one-step propagator already gives $\|K_1\| = 1$.

## Derivation by feeding errors back

**Memory Grönwall bound.** Let $e_n \le c + \sum_{j<n} w_j e_{n-(j+1)}$ with $c, w_j \ge 0$ and $\sum_{j<n} w_j \le p < 1$ for all $n$. Put $B = c/(1-p)$. If all earlier values are at most $B$, then $e_n \le c + pB = B$. By induction, $e_n \le B$ for all $n$.

**Size of the response.** Taking norms in the recursion gives the hypothesis above with $e_n = \|u_n\|$, $w_j = \|K_{j+1}\|$, $c = G$ and $p = q$. Hence $\|u_n\| \le G/(1-q)$.

**Error.** Let $d_n = u_n - v_n$. The drive cancels, and adding and subtracting $T_{j+1}u_{n-(j+1)}$ gives

$$d_n = \sum_{j<n}(K_{j+1}-T_{j+1})u_{n-(j+1)} + \sum_{j<n}T_{j+1}d_{n-(j+1)}.$$

The first sum has norm at most $RG/(1-q)$. The retained lags have total strength $q-R$. The Grönwall bound with $c = RG/(1-q)$ and $p = q-R$ gives the first estimate, and $1-q+R \ge 1-q$ gives the second.

**Sharpness.** Take scalar $K_{j+1}\ge 0$ and a constant drive $G \ge 0$. Then $u_n \ge 0$, and

$$u_{n+1}-u_n = \sum_{j<n}K_{j+1}\bigl(u_{n+1-(j+1)}-u_{n-(j+1)}\bigr) + K_{n+1}u_0 \ge 0$$

by induction. So $u_n$ increases, is bounded by $G/(1-q)$, and has a limit $L$. For fixed $m$, monotonicity gives $u_{n+m} \ge G + \sum_{j<m}K_{j+1}u_n$. Letting $n\to\infty$ and then $m\to\infty$ yields $L \ge G+qL$, so $L = G/(1-q)$. Likewise $v_n \to G/(1-q+R)$, and therefore

$$u_n - v_n \to \frac{G}{1-q}-\frac{G}{1-q+R} = \frac{GR}{(1-q)(1-q+R)}.$$

## The smallest cutoff

For $M=0$ no memory is kept: $v_n = g_n$, $R = q$, and the bound is $Gq/(1-q)$. With a single scalar lag $K_1 = k$, $0<k<1$, and constant drive $G>0$, the error is $Gk(1-k^n)/(1-k)$, which approaches the bound from below.

## The statement in Lean

The response lives in `E`, any real normed space; a complex space qualifies when regarded as a real one, and neither finite dimension nor completeness is needed. With `E` equal to the real line, operator norms are absolute values of the coefficients.

- `march K g n` is $u_n$, and `march (truncate K M) g n` is $v_n$.
- `lagWeight K 0` is $q$, and `lagWeight K M` is $R$.
- `hK` states that the norms are summable. It is needed beside `hq` because Lean gives a divergent sum the value zero.
- In the sharpness theorem, `K j 1` is the number by which the scalar operator `K j` multiplies.

Both propagations are discrete. The passage from a continuous-time response equation to this recursion, with its time-step error, is left to a separate analysis.

```lean
import Mathlib

open Finset (range)
open Filter (Tendsto atTop)
open scoped Topology

namespace CausalMemoryTruncation

variable {E : Type*} [NormedAddCommGroup E] [NormedSpace ℝ E]

/-- Time stepping with causal memory: the state at step `n` is the drive `g n` plus the
kernel `K` at lag `n - i` acting on each earlier state `i < n`. -/
noncomputable def march (K : ℕ → E →L[ℝ] E) (g : ℕ → E) : ℕ → E
  | n => g n + ∑ i : Fin n, K (n - i) (march K g i)
termination_by n => n
decreasing_by exact i.2

/-- The memory kernel with all lags beyond `M` dropped. -/
noncomputable def truncate (K : ℕ → E →L[ℝ] E) (M j : ℕ) : E →L[ℝ] E :=
  if j ≤ M then K j else 0

/-- The total strength of the lags beyond `M`, for a kernel with summable norms;
`M = 0` gives the strength of the whole memory. -/
noncomputable def lagWeight (K : ℕ → E →L[ℝ] E) (M : ℕ) : ℝ := ∑' j, ‖K (j + M + 1)‖

variable {K : ℕ → E →L[ℝ] E} {g : ℕ → E} {G : ℝ}

/-- The propagation written as a sum over the lags `j + 1 = 1, ..., n`. -/
theorem march_eq (K : ℕ → E →L[ℝ] E) (g : ℕ → E) (n : ℕ) :
    march K g n = g n + ∑ j ∈ range n, K (j + 1) (march K g (n - (j + 1))) := by
  rw [march, Fin.sum_univ_eq_sum_range (fun i => K (n - i) (march K g i)) n,
    ← Finset.sum_range_reflect (fun i => K (n - i) (march K g i)) n]
  congr 1
  refine Finset.sum_congr rfl fun j hj => ?_
  have hj' := Finset.mem_range.mp hj
  have h1 : n - (n - 1 - j) = j + 1 := by omega
  have h2 : n - 1 - j = n - (j + 1) := by omega
  show K (n - (n - 1 - j)) (march K g (n - 1 - j)) = _
  rw [h1, h2]

/-- Discrete Grönwall bound with memory: if each `e n` is at most a source `c ≥ 0` plus a
non-negatively weighted sum of earlier values, with total weight at most `p < 1`, then
`e n ≤ c / (1 - p)` at all steps. -/
theorem memory_gronwall {w e : ℕ → ℝ} {c p : ℝ} (hw : ∀ j, 0 ≤ w j) (hc : 0 ≤ c)
    (hp : p < 1) (hs : ∀ n, ∑ j ∈ range n, w j ≤ p)
    (he : ∀ n, e n ≤ c + ∑ j ∈ range n, w j * e (n - (j + 1))) (n : ℕ) :
    e n ≤ c / (1 - p) := by
  have hB : 0 ≤ c / (1 - p) := div_nonneg hc (by linarith)
  have h : c / (1 - p) * (1 - p) = c := div_mul_cancel₀ _ (sub_pos.mpr hp).ne'
  induction n using Nat.strong_induction_on with
  | _ n ih =>
    have h1 : ∑ j ∈ range n, w j * e (n - (j + 1)) ≤ ∑ j ∈ range n, w j * (c / (1 - p)) :=
      Finset.sum_le_sum fun j hj => mul_le_mul_of_nonneg_left
        (ih _ (by have := Finset.mem_range.mp hj; omega)) (hw j)
    rw [← Finset.sum_mul] at h1
    have h2 := mul_le_mul_of_nonneg_right (hs n) hB
    have h3 := he n
    linarith

/-- A drive bounded by `G` and a summable memory of total strength `q < 1` keep the norm of the
state at most `G / (1 - q)` at all steps. -/
theorem march_norm_le (hK : Summable fun j => ‖K (j + 1)‖) (hq : lagWeight K 0 < 1)
    (hg : ∀ n, ‖g n‖ ≤ G) (n : ℕ) : ‖march K g n‖ ≤ G / (1 - lagWeight K 0) := by
  refine memory_gronwall (w := fun j => ‖K (j + 1)‖) (e := fun n => ‖march K g n‖)
    (fun _ => norm_nonneg _) ((norm_nonneg _).trans (hg 0)) hq
    (fun n => hK.sum_le_tsum _ (fun _ _ => norm_nonneg _)) (fun n => ?_) n
  show ‖march K g n‖ ≤ G + ∑ j ∈ range n, ‖K (j + 1)‖ * ‖march K g (n - (j + 1))‖
  rw [march_eq K g n]
  exact (norm_add_le _ _).trans (add_le_add (hg n)
    (norm_sum_le_of_le _ fun j _ => (K (j + 1)).le_opNorm _))

/-- For a summable memory, the retained lags carry the total strength minus that of the
dropped lags. -/
theorem hasSum_truncate (hK : Summable fun j => ‖K (j + 1)‖) (M : ℕ) :
    HasSum (fun j => ‖truncate K M (j + 1)‖) (lagWeight K 0 - lagWeight K M) := by
  have h0 : ∀ j ∉ range M, ‖truncate K M (j + 1)‖ = 0 := fun j hj => by
    have h : ¬ j + 1 ≤ M := fun h => hj (Finset.mem_range.mpr (by omega))
    rw [truncate, if_neg h, norm_zero]
  have h1 : ∑ j ∈ range M, ‖K (j + 1)‖ + lagWeight K M = lagWeight K 0 :=
    hK.sum_add_tsum_nat_add M
  have h2 : ∑ j ∈ range M, ‖truncate K M (j + 1)‖ = ∑ j ∈ range M, ‖K (j + 1)‖ :=
    Finset.sum_congr rfl fun j hj => by
      have h : j + 1 ≤ M := by have := Finset.mem_range.mp hj; omega
      rw [truncate, if_pos h]
  rw [show lagWeight K 0 - lagWeight K M = ∑ j ∈ range M, ‖truncate K M (j + 1)‖ by
    rw [h2]; linarith]
  exact hasSum_sum_of_ne_finset_zero h0

/-- Memory truncation error: for a drive bounded by `G` and a summable memory of total strength
`q < 1`, dropping the lags beyond `M`, of strength `R`, changes the state at every step by at
most `G R / ((1 - q) (1 - q + R))`. -/
theorem truncation_error (hK : Summable fun j => ‖K (j + 1)‖) (hq : lagWeight K 0 < 1)
    (hg : ∀ n, ‖g n‖ ≤ G) (M n : ℕ) :
    ‖march K g n - march (truncate K M) g n‖ ≤
      G * lagWeight K M / ((1 - lagWeight K 0) * (1 - lagWeight K 0 + lagWeight K M)) := by
  have hT := hasSum_truncate hK M
  have hR : 0 ≤ lagWeight K M := tsum_nonneg fun _ => norm_nonneg _
  have hB := march_norm_le hK hq hg
  have hB0 := (norm_nonneg _).trans (hB 0)
  -- the dropped part of the kernel has total strength `R`
  have hD : HasSum (fun j => ‖K (j + 1) - truncate K M (j + 1)‖) (lagWeight K M) := by
    have hf : (fun j => ‖K (j + 1) - truncate K M (j + 1)‖) =
        fun j => ‖K (j + 1)‖ - ‖truncate K M (j + 1)‖ := by
      funext j
      by_cases hj : j + 1 ≤ M
      · rw [truncate, if_pos hj, sub_self, sub_self, norm_zero]
      · rw [truncate, if_neg hj, sub_zero, norm_zero, sub_zero]
    rw [hf, show lagWeight K M = lagWeight K 0 - (lagWeight K 0 - lagWeight K M) by ring]
    exact hK.hasSum.sub hT
  have he : ∀ n, ‖march K g n - march (truncate K M) g n‖ ≤
      lagWeight K M * (G / (1 - lagWeight K 0)) + ∑ j ∈ range n, ‖truncate K M (j + 1)‖ *
        ‖march K g (n - (j + 1)) - march (truncate K M) g (n - (j + 1))‖ := by
    intro n
    -- dropped lags act on the exact state, retained lags on earlier errors
    have split : march K g n - march (truncate K M) g n =
        ∑ j ∈ range n, (K (j + 1) - truncate K M (j + 1)) (march K g (n - (j + 1))) +
        ∑ j ∈ range n, truncate K M (j + 1)
          (march K g (n - (j + 1)) - march (truncate K M) g (n - (j + 1))) := by
      rw [march_eq K g n, march_eq (truncate K M) g n, add_sub_add_left_eq_sub,
        ← Finset.sum_sub_distrib, ← Finset.sum_add_distrib]
      refine Finset.sum_congr rfl fun j _ => ?_
      rw [sub_apply, map_sub]
      abel
    rw [split]
    refine (norm_add_le _ _).trans (add_le_add ?_
      (norm_sum_le_of_le _ fun j _ => ContinuousLinearMap.le_opNorm _ _))
    refine (norm_sum_le_of_le _ fun j _ =>
      ((K (j + 1) - truncate K M (j + 1)).le_opNorm _).trans
        (mul_le_mul_of_nonneg_left (hB _) (norm_nonneg _))).trans ?_
    rw [← Finset.sum_mul]
    exact mul_le_mul_of_nonneg_right (sum_le_hasSum _ (fun _ _ => norm_nonneg _) hD) hB0
  have key := memory_gronwall (fun _ => norm_nonneg _) (mul_nonneg hR hB0)
    (by linarith) (fun n => sum_le_hasSum (range n) (fun _ _ => norm_nonneg _) hT) he n
  refine key.trans_eq ?_
  rw [show 1 - (lagWeight K 0 - lagWeight K M) = 1 - lagWeight K 0 + lagWeight K M by ring,
    ← mul_div_assoc, div_div, mul_comm (lagWeight K M) G]

/-- The simpler estimate `G R / (1 - q)²` for the same truncation error, under the same
conditions: drive bounded by `G`, summable memory of total strength `q < 1`. -/
theorem truncation_error_simple (hK : Summable fun j => ‖K (j + 1)‖)
    (hq : lagWeight K 0 < 1) (hg : ∀ n, ‖g n‖ ≤ G) (M n : ℕ) :
    ‖march K g n - march (truncate K M) g n‖ ≤
      G * lagWeight K M / (1 - lagWeight K 0) ^ 2 := by
  have hR : 0 ≤ lagWeight K M := tsum_nonneg fun _ => norm_nonneg _
  have h1 := sub_pos.mpr hq
  exact (truncation_error hK hq hg M n).trans (div_le_div_of_nonneg_left
    (mul_nonneg ((norm_nonneg _).trans (hg 0)) hR) (by positivity)
    (by nlinarith [mul_nonneg h1.le hR]))

/-- Under a constant drive `G ≥ 0`, a scalar state with non-negative summable memory of total
strength `q < 1` converges to `G / (1 - q)`. -/
theorem steady_state {K : ℕ → ℝ →L[ℝ] ℝ} (hK : Summable fun j => ‖K (j + 1)‖)
    (hq : lagWeight K 0 < 1) (hpos : ∀ j, 0 ≤ K j 1) (hG : 0 ≤ G) :
    Tendsto (march K fun _ => G) atTop (𝓝 (G / (1 - lagWeight K 0))) := by
  have happ : ∀ j x, K j x = ‖K j‖ * x := fun j x => by
    have hx : ∀ y, K j y = K j 1 * y := fun y => by
      calc K j y = K j (y • (1 : ℝ)) := by rw [smul_eq_mul, mul_one]
        _ = K j 1 * y := by rw [map_smul, smul_eq_mul, mul_comm]
    have hn : ‖K j‖ = K j 1 := le_antisymm
      ((K j).opNorm_le_bound (hpos j) fun y => by
        rw [hx y, norm_mul, Real.norm_of_nonneg (hpos j)])
      (by
        have h := (K j).le_opNorm 1
        rwa [norm_one, mul_one, Real.norm_of_nonneg (hpos j)] at h)
    rw [hn]
    exact hx x
  have hub : ∀ n, march K (fun _ => G) n ≤ G / (1 - lagWeight K 0) := fun n =>
    (le_abs_self _).trans (march_norm_le hK hq (fun _ => (Real.norm_of_nonneg hG).le) n)
  have hu : ∀ n, march K (fun _ => G) n =
      G + ∑ j ∈ range n, ‖K (j + 1)‖ * march K (fun _ => G) (n - (j + 1)) := fun n =>
    (march_eq K _ n).trans (congrArg (G + ·) (Finset.sum_congr rfl fun j _ => happ _ _))
  generalize march K (fun _ => G) = u at hub hu ⊢
  have h0 : ∀ n, 0 ≤ u n := fun n => by
    induction n using Nat.strong_induction_on with
    | _ n ih =>
      rw [hu n]
      exact add_nonneg hG (Finset.sum_nonneg fun j hj => mul_nonneg (norm_nonneg _)
        (ih _ (by have := Finset.mem_range.mp hj; omega)))
  -- the response grows monotonically and is bounded above, hence converges
  have mono : Monotone u := monotone_nat_of_le_succ fun n => by
    induction n using Nat.strong_induction_on with
    | _ n ih =>
      have h1 : ∑ j ∈ range n, ‖K (j + 1)‖ * u (n - (j + 1)) ≤
          ∑ j ∈ range n, ‖K (j + 1)‖ * u (n + 1 - (j + 1)) :=
        Finset.sum_le_sum fun j hj => mul_le_mul_of_nonneg_left (by
          have hj' := Finset.mem_range.mp hj
          have h := ih (n - (j + 1)) (by omega)
          rwa [show n - (j + 1) + 1 = n + 1 - (j + 1) by omega] at h) (norm_nonneg _)
      have h2 := mul_nonneg (norm_nonneg (K (n + 1))) (h0 (n + 1 - (n + 1)))
      rw [hu n, hu (n + 1), Finset.sum_range_succ]
      linarith
  obtain ⟨L, hL⟩ : ∃ L, Tendsto u atTop (𝓝 L) :=
    ⟨_, tendsto_atTop_ciSup mono ⟨G / (1 - lagWeight K 0), by rintro _ ⟨n, rfl⟩; exact hub n⟩⟩
  have low : ∀ m, G + (∑ j ∈ range m, ‖K (j + 1)‖) * L ≤ L := fun m => by
    refine le_of_tendsto' ((hL.const_mul _).const_add G) fun n => ?_
    have h1 : ∑ j ∈ range m, ‖K (j + 1)‖ * u n ≤
        ∑ j ∈ range m, ‖K (j + 1)‖ * u (n + m - (j + 1)) :=
      Finset.sum_le_sum fun j hj => mul_le_mul_of_nonneg_left
        (mono (by have := Finset.mem_range.mp hj; omega)) (norm_nonneg _)
    have h2 : ∑ j ∈ range m, ‖K (j + 1)‖ * u (n + m - (j + 1)) ≤
        ∑ j ∈ range (n + m), ‖K (j + 1)‖ * u (n + m - (j + 1)) :=
      Finset.sum_le_sum_of_subset_of_nonneg (Finset.range_mono (by omega))
        fun j _ _ => mul_nonneg (norm_nonneg _) (h0 _)
    have h3 := mono.ge_of_tendsto hL (n + m)
    rw [hu (n + m)] at h3
    rw [Finset.sum_mul]
    linarith
  have low' : G + lagWeight K 0 * L ≤ L :=
    le_of_tendsto' ((hK.hasSum.tendsto_sum_nat.mul_const L).const_add G) low
  have hLe : L = G / (1 - lagWeight K 0) := le_antisymm (le_of_tendsto' hL hub)
    (by rw [div_le_iff₀ (sub_pos.mpr hq)]; linarith)
  rw [← hLe]
  exact hL

/-- Sharpness: for a scalar state with non-negative summable memory of total strength `q < 1`
and constant drive `G ≥ 0`, the truncation error tends to `G R / ((1 - q) (1 - q + R))`. -/
theorem truncation_error_sharp {K : ℕ → ℝ →L[ℝ] ℝ} (hK : Summable fun j => ‖K (j + 1)‖)
    (hq : lagWeight K 0 < 1) (hpos : ∀ j, 0 ≤ K j 1) (hG : 0 ≤ G) (M : ℕ) :
    Tendsto (fun n => march K (fun _ => G) n - march (truncate K M) (fun _ => G) n) atTop
      (𝓝 (G * lagWeight K M /
        ((1 - lagWeight K 0) * (1 - lagWeight K 0 + lagWeight K M)))) := by
  have hT := hasSum_truncate hK M
  have hR : 0 ≤ lagWeight K M := tsum_nonneg fun _ => norm_nonneg _
  have hTe : lagWeight (truncate K M) 0 = lagWeight K 0 - lagWeight K M := hT.tsum_eq
  have b := steady_state (K := truncate K M) hT.summable (by rw [hTe]; linarith)
    (fun j => by
      rw [truncate]
      split_ifs
      · exact hpos j
      · exact le_rfl) hG
  rw [hTe, show 1 - (lagWeight K 0 - lagWeight K M) =
    1 - lagWeight K 0 + lagWeight K M by ring] at b
  have h1 : 1 - lagWeight K 0 ≠ 0 := (sub_pos.mpr hq).ne'
  have h2 : 1 - lagWeight K 0 + lagWeight K M ≠ 0 := by
    have : 0 < 1 - lagWeight K 0 + lagWeight K M := by linarith
    exact this.ne'
  -- the error is the difference of the two steady states
  have h3 : G * lagWeight K M / ((1 - lagWeight K 0) * (1 - lagWeight K 0 + lagWeight K M)) =
      G / (1 - lagWeight K 0) - G / (1 - lagWeight K 0 + lagWeight K M) := by
    rw [div_sub_div _ _ h1 h2]
    congr 1
    ring
  rw [h3]
  exact (steady_state hK hq hpos hG).sub b

end CausalMemoryTruncation
```

```lean
#print axioms CausalMemoryTruncation.truncation_error_simple
#print axioms CausalMemoryTruncation.truncation_error_sharp
```

```
'CausalMemoryTruncation.truncation_error_simple' depends on axioms: [propext, Classical.choice, Quot.sound]
'CausalMemoryTruncation.truncation_error_sharp' depends on axioms: [propext, Classical.choice, Quot.sound]
```

## From the lemmas to the bound

The definition of `march` sums over earlier times $i$. `march_eq` reverses the order of summation to obtain the sum over lags used above.

`memory_gronwall` is the induction with $B$, run by `Nat.strong_induction_on` because a step may call on every earlier one. `march_norm_le` applies it to the norms of the response. `hasSum_truncate` splits the full series after $M$ terms to find the retained strength $q-R$.

In `truncation_error`, `hD` shows that the dropped operators have total strength $R$, `split` is the identity for $d_n$, and `he` is the resulting inequality. A second use of `memory_gronwall`, named `key`, finishes the estimate. `truncation_error_simple` then only compares denominators.

In `steady_state`, `happ` identifies each non-negative scalar operator with multiplication by its norm. `mono` proves the growth of the response, and bounded monotone convergence supplies `L`. The two limits, first in $n$ and then in $m$, are `low` and `low'`. `truncation_error_sharp` applies this result to the full and the truncated kernel and subtracts the limits; `h3` is the identity between the fractions.
